# The mean of r⁻⁴ over an exponential radial density with at most one node

For the unnormalised radial density r^(k+4) (1 − c r)² e^(−b r) on r > 0, with k a natural number, b > 0 and c real, `mean_node` gives the mean of r⁻⁴ in closed form. The mean is the integral of the density divided by r⁴, over the integral of the density itself, so it is properly normalised. Its value is b⁴/((k+1)(k+2)(k+3)(k+4)) times N(k)/N(k+4), where N(k) = 1 − 2c(k+1)/b + c²(k+1)(k+2)/b² is the correction due to the factor (1 − c r)². The proof cancels r⁴ in the upper integral, evaluates both integrals with the moment formula `node_moment`, and simplifies the ratio of factorials and powers of b.

As first written in Lean, the proof fails:

```lean
import Mathlib

open Filter Topology MeasureTheory Set
open scoped Nat

namespace RydbergPolarizationDefect

noncomputable section

/-- The mean of r⁻⁴ over an unnormalised radial density w on r > 0. -/
def meanInvFourth (w : ℝ → ℝ) : ℝ :=
  (∫ r in Ioi (0:ℝ), w r / r^4) / (∫ r in Ioi (0:ℝ), w r)

/-- The factor by which a radial node (1 - c r)² changes the k-th exponential moment. -/
def nodeFactor (b c k : ℝ) : ℝ := 1 - 2 * c * (k + 1) / b + c^2 * (k + 1) * (k + 2) / b^2

/-- The k-th moment of a decaying exponential on r > 0 is k! / b^(k+1). -/
theorem exp_moment (k : ℕ) {b : ℝ} (hb : 0 < b) :
    ∫ r in Ioi (0:ℝ), r^k * Real.exp (-(b * r)) = (k ! : ℝ) / b^(k + 1) := by
  have h := Real.integral_rpow_mul_exp_neg_mul_Ioi (a := (k:ℝ) + 1) (r := b) (by positivity) hb
  rw [Real.Gamma_nat_eq_factorial] at h
  simp only [add_sub_cancel_right, Real.rpow_natCast] at h
  have e : (k:ℝ) + 1 = ((k + 1 : ℕ) : ℝ) := by push_cast; ring
  rw [h, e, Real.rpow_natCast, one_div, inv_pow, div_eq_mul_inv, mul_comm]

/-- The k-th moment of an exponential density with the node factor (1 - c r)². -/
theorem node_moment (k : ℕ) {b : ℝ} (hb : 0 < b) (c : ℝ) :
    ∫ r in Ioi (0:ℝ), r^k * (1 - c * r)^2 * Real.exp (-(b * r))
      = (k ! : ℝ) / b^(k + 1) * nodeFactor b c k := by
  -- a non-zero integral certifies integrability
  have hi : ∀ j : ℕ, Integrable (fun r : ℝ => r^j * Real.exp (-(b * r)))
      (volume.restrict (Ioi (0:ℝ))) := by
    intro j
    by_contra h
    have h0 := integral_undef h
    rw [exp_moment j hb] at h0
    have : 0 < (j ! : ℝ) / b^(j + 1) := by positivity
    linarith
  have i1 : Integrable (fun r : ℝ => 2 * c * (r^(k+1) * Real.exp (-(b * r))))
      (volume.restrict (Ioi (0:ℝ))) := (hi (k+1)).const_mul _
  have i2 : Integrable (fun r : ℝ => c^2 * (r^(k+2) * Real.exp (-(b * r))))
      (volume.restrict (Ioi (0:ℝ))) := (hi (k+2)).const_mul _
  have i3 : Integrable (fun r : ℝ => r^k * Real.exp (-(b * r))
      - 2 * c * (r^(k+1) * Real.exp (-(b * r)))) (volume.restrict (Ioi (0:ℝ))) := (hi k).sub i1
  have f1 : ((k+1)! : ℝ) = (k + 1) * (k ! : ℝ) := by
    simp only [Nat.factorial]; push_cast; ring
  have f2 : ((k+2)! : ℝ) = (k + 2) * (k + 1) * (k ! : ℝ) := by
    simp only [Nat.factorial]; push_cast; ring
  calc _ = ∫ r in Ioi (0:ℝ), ((r^k * Real.exp (-(b * r))
        - 2 * c * (r^(k+1) * Real.exp (-(b * r)))) + c^2 * (r^(k+2) * Real.exp (-(b * r)))) := by
        congr 1; funext r; ring
    _ = _ := by
        rw [integral_add i3 i2, integral_sub (hi k) i1, integral_const_mul, integral_const_mul,
          exp_moment k hb, exp_moment (k+1) hb, exp_moment (k+2) hb, f1, f2]
        unfold nodeFactor
        field_simp
        ring

/-- The mean of r⁻⁴ over an exponential density with at most one node. -/
theorem mean_node (k : ℕ) {b : ℝ} (hb : 0 < b) (c : ℝ) :
    meanInvFourth (fun r => r^(k+4) * (1 - c * r)^2 * Real.exp (-(b * r)))
      = b^4 / ((k + 1) * (k + 2) * (k + 3) * (k + 4))
        * (nodeFactor b c k / nodeFactor b c (k + 4)) := by
  have e : ∫ r in Ioi (0:ℝ), (r^(k+4) * (1 - c * r)^2 * Real.exp (-(b * r))) / r^4
      = ∫ r in Ioi (0:ℝ), r^k * (1 - c * r)^2 * Real.exp (-(b * r)) := by
    refine setIntegral_congr_fun measurableSet_Ioi (fun r hr => ?_)
    have hr' : r ≠ 0 := (Set.mem_Ioi.mp hr).ne'
    dsimp only
    rw [div_eq_iff (pow_ne_zero 4 hr')]
    ring
  have f4 : ((k+4)! : ℝ) = (k + 4) * (k + 3) * (k + 2) * (k + 1) * (k ! : ℝ) := by
    simp only [Nat.factorial]; push_cast; ring
  have hk : ((k + 4 : ℕ) : ℝ) = (k:ℝ) + 4 := by push_cast; ring
  have hp : b^(k + 4 + 1) = b^(k + 1) * b^4 := by ring
  have hf : (k ! : ℝ) ≠ 0 := by positivity
  unfold meanInvFourth
  rw [e, node_moment k hb, node_moment (k+4) hb, mul_div_mul_comm, f4, hk, hp]
  congr 1
  field_simp <;> ring

end

end RydbergPolarizationDefect
```

Compiling this gives:

```
Main.lean:68:4: error: `dsimp` made no progress
```

The error comes from the step that cancels r⁴ under the integral. After `setIntegral_congr_fun` reduces the equality of integrals to an equality of integrands at each r > 0, `dsimp only` is called to tidy the goal. With no lemmas supplied, it can do little more than basic reductions such as applying a written-out function to its argument. Here the goal was already in reduced form, so there was nothing for it to change, and `dsimp` treats a call that changes nothing as an error.

Deleting the line cures this. The next step, `rw [div_eq_iff (pow_ne_zero 4 hr')]`, finds the quotient it needs in the goal as it stands, and `ring` proves the resulting identity.

The other change, from `field_simp <;> ring` to `field_simp` at the end of the proof, is mere tidying. `field_simp` closes the goal by itself, and `<;>` runs `ring` only on goals that are left, of which there are none.

The change, after which it compiles:

```diff
@@ -66,5 +66,5 @@
     refine setIntegral_congr_fun measurableSet_Ioi (fun r hr => ?_)
     have hr' : r ≠ 0 := (Set.mem_Ioi.mp hr).ne'
-    dsimp only
+
     rw [div_eq_iff (pow_ne_zero 4 hr')]
     ring
@@ -77,5 +77,5 @@
   rw [e, node_moment k hb, node_moment (k+4) hb, mul_div_mul_comm, f4, hk, hp]
   congr 1
-  field_simp <;> ring
+  field_simp
 
 end
```
